# With a small enough positive damping parameter, iteration converges globally for Lipschitz repulsive feedback in one variable

Repulsive feedback can be described by a formula for the response, by a derivative at the solution, or by inequalities that hold everywhere. Here it is described by inequalities. The state is a single real number $x$, for instance the occupation difference in a two-level mean-field model. The function $F$ returns the output obtained when $x$ is the input to the mean field. Two conditions are imposed on the whole real line: $F$ never increases, and its output changes by at most $L$ times the change of the input. No derivative is needed, and a global condition can yield convergence from every start.

The damped update is $G(x)=(1-a)x+aF(x)$, where the damping parameter $a$ is the weight of the new output, so a smaller $a$ means heavier damping. In self-consistent-field practice this is linear mixing, treated here for one variable only; a density with many components is not covered.

```lean
import Mathlib

open Filter Topology

namespace RepulsiveFeedbackDamping

noncomputable section
```

The file loads the mathematics library Mathlib and opens the notation for limits.

## Feedback, update and rate

```lean
/-- Repulsive feedback of strength `L`: the output `F x` never increases with the input `x`,
and it changes by at most `L` times the change of the input. -/
structure IsRepulsive (F : ℝ → ℝ) (L : ℝ) : Prop where
  antitone : Antitone F
  lipschitz : ∀ x y, |F x - F y| ≤ L * |x - y|
```

`IsRepulsive F L` is a proposition with two parts. `Antitone F` says that $x\le y$ implies $F(y)\le F(x)$. In the two-level example, let $x$ be the occupation of the first level minus that of the second: a larger $x$ raises the energy of the first level relative to the second, so the difference that comes back is smaller or at most the same. The second part is $|F(x)-F(y)|\le L|x-y|$ for all $x,y$. The constant $L$ is an upper bound on the response of the output to the input, which combines interaction strength and susceptibility. It is assumed, not derived from a Hamiltonian. Since `F` has type `ℝ → ℝ`, a response defined only for physical occupations must first be extended to the whole line.

```lean
/-- One step of damped iteration: the old value with weight `1 - a` plus the output of `F`
with weight `a`. -/
def damped (F : ℝ → ℝ) (a x : ℝ) : ℝ := (1 - a) * x + a * F x
```

This is $G$. In Lean, `damped F a` is the map and `damped F a x` its value at $x$.

```lean
/-- The larger of `1 - a` and `|1 - a (1 + L)|`, for damping parameter `a` and feedback
strength `L`. -/
def rate (a L : ℝ) : ℝ := max (1 - a) |1 - a * (1 + L)|
```

This is the constant $q=\max(1-a,\,|1-a(1+L)|)$, which will bound the factor multiplying the size of the error in each step.

```lean
/-- The linear response `x ↦ c - L x`. -/
def linearResponse (c L x : ℝ) : ℝ := c - L * x
```

The linear response $F(x)=c-Lx$, with a real constant $c$, is the example that tests the limits of the general result.

## The contraction bound

```lean
/-- The strength of a repulsive feedback is nonnegative. -/
theorem IsRepulsive.strength_nonneg {F : ℝ → ℝ} {L : ℝ} (hF : IsRepulsive F L) : 0 ≤ L := by
  have h := hF.lipschitz 1 0
  rw [sub_zero, abs_one, mul_one] at h
  exact (abs_nonneg _).trans h
```

A theorem in Lean lists its hypotheses, then a colon and the claim; the proof follows `:= by`. Here the claim is $L\ge 0$. Putting $x=1$, $y=0$ into the Lipschitz condition gives $0\le|F(1)-F(0)|\le L$. Hence $1+L>0$, which the later divisions use.

```lean
/-- For repulsive feedback and `a ≥ 0`, the damped map changes between two ordered points by
at least `1 - a (1 + L)` and at most `1 - a` times their distance. -/
theorem damped_slope_bounds {F : ℝ → ℝ} {L a x y : ℝ} (hF : IsRepulsive F L)
    (ha : 0 ≤ a) (hxy : x ≤ y) :
    (1 - a * (1 + L)) * (y - x) ≤ damped F a y - damped F a x ∧
      damped F a y - damped F a x ≤ (1 - a) * (y - x) := by
  have h1 : F y ≤ F x := hF.antitone hxy
  have h2 := hF.lipschitz x y
  rw [abs_sub_comm x y, abs_of_nonneg (sub_nonneg.2 hxy)] at h2
  have h3 : F x - F y ≤ L * (y - x) := (le_abs_self _).trans h2
  unfold damped
  constructor
  · nlinarith [mul_le_mul_of_nonneg_left h3 ha]
  · nlinarith [mul_le_mul_of_nonneg_left h1 ha]
```

Let $x\le y$ and $a\ge0$. By definition,
$$G(y)-G(x)=(1-a)(y-x)+a\,(F(y)-F(x)).$$
The two conditions on $F$ give
$$-L(y-x)\le F(y)-F(x)\le 0.$$
Multiplying by $a$ and adding $(1-a)(y-x)$ yields
$$(1-a(1+L))(y-x)\le G(y)-G(x)\le(1-a)(y-x).$$
In the proof, `h1` is the upper bound on the change of $F$ and `h3` the lower one. The tactic `nlinarith` receives each of them multiplied by $a$ and completes the algebra.

```lean
/-- For repulsive feedback and `a ≥ 0`, a damped step multiplies the distance of two points
by at most `rate a L`. -/
theorem damped_lipschitz {F : ℝ → ℝ} {L a : ℝ} (hF : IsRepulsive F L) (ha : 0 ≤ a)
    (x y : ℝ) : |damped F a x - damped F a y| ≤ rate a L * |x - y| := by
  have key : ∀ u v : ℝ, u ≤ v →
      |damped F a v - damped F a u| ≤ rate a L * |v - u| := by
    intro u v huv
    have hd : 0 ≤ v - u := sub_nonneg.2 huv
    obtain ⟨hlo, hhi⟩ := damped_slope_bounds hF ha huv
    have h1 : 1 - a ≤ rate a L := le_max_left _ _
    have h2 : |1 - a * (1 + L)| ≤ rate a L := le_max_right _ _
    have h3 : -rate a L ≤ 1 - a * (1 + L) := (abs_le.1 h2).1
    rw [abs_of_nonneg hd, abs_le]
    constructor
    · nlinarith [mul_le_mul_of_nonneg_right h3 hd]
    · nlinarith [mul_le_mul_of_nonneg_right h1 hd]
  rcases le_total x y with h | h
  · rw [abs_sub_comm, abs_sub_comm x y]
    exact key x y h
  · exact key y x h
```

Write $d=v-u\ge0$ for two ordered points. Since $q\ge1-a$, the upper bound gives $G(v)-G(u)\le qd$. Since $q\ge|1-a(1+L)|$, we have $-q\le1-a(1+L)$, and the lower bound gives $G(v)-G(u)\ge-qd$. Together, $|G(v)-G(u)|\le qd$. This is the auxiliary statement `key`; the remaining lines treat the two possible orders of $x$ and $y$. The term $1-a$ needs no absolute value because it is used only as an upper bound.

```lean
/-- For `L ≥ 0` and `0 < a < 2 / (1 + L)` the constant `rate a L` is below one. -/
theorem rate_lt_one {L a : ℝ} (hL : 0 ≤ L) (ha : 0 < a) (haL : a < 2 / (1 + L)) :
    rate a L < 1 := by
  have hpos : 0 < 1 + L := by linarith
  have h1 : a * (1 + L) < 2 := (lt_div_iff₀ hpos).1 haL
  have h2 : 0 < a * (1 + L) := mul_pos ha hpos
  exact max_lt (by linarith) (abs_lt.2 ⟨by linarith, by linarith⟩)
```

Multiplying $0<a<2/(1+L)$ by $1+L>0$ gives $0<a(1+L)<2$, so $-1<1-a(1+L)<1$. Also $1-a<1$ because $a>0$. Both entries of the maximum are below one, hence $q<1$. `max_lt` and `abs_lt` reduce the claim to these inequalities.

## Global convergence

```lean
/-- For `a ≠ 0` the damped map has the same fixed points as `F`. -/
theorem damped_fixed_iff {F : ℝ → ℝ} {a x : ℝ} (ha : a ≠ 0) :
    damped F a x = x ↔ F x = x := by
  unfold damped
  constructor
  · intro h
    have h0 : a * (F x - x) = 0 := by linear_combination h
    exact sub_eq_zero.1 ((mul_eq_zero.1 h0).resolve_left ha)
  · intro h
    rw [h]
    ring
```

Damping leaves the self-consistent solutions unchanged. Indeed
$$G(x)-x=a\,(F(x)-x),$$
and for $a\ne0$ the left side vanishes exactly when $F(x)-x$ does. The symbol `↔` means "if and only if", and `constructor` splits it into its two directions.

```lean
/-- For repulsive feedback `F` of strength `L` and `0 < a < 2 / (1 + L)`, `F` has exactly one fixed
point, and damped iteration converges to it from every start, the error after `n` steps being at
most `rate a L ^ n` times the initial error. -/
theorem damping_converges_globally {F : ℝ → ℝ} {L a : ℝ} (hF : IsRepulsive F L)
    (ha : 0 < a) (haL : a < 2 / (1 + L)) :
    ∃ x, F x = x ∧ (∀ y, F y = y → y = x) ∧ ∀ x₀,
      (∀ n : ℕ, |(damped F a)^[n] x₀ - x| ≤ rate a L ^ n * |x₀ - x|) ∧
      Tendsto (fun n : ℕ => (damped F a)^[n] x₀) atTop (𝓝 x) := by
  have hq1 : rate a L < 1 := rate_lt_one hF.strength_nonneg ha haL
  have hq0 : 0 ≤ rate a L := (abs_nonneg _).trans (le_max_right _ _)
  have hlip := damped_lipschitz hF ha.le
  -- Banach's theorem supplies a fixed point of the damped map
  have hc : ContractingWith (⟨rate a L, hq0⟩ : NNReal) (damped F a) :=
    ⟨hq1, LipschitzWith.of_dist_le_mul fun x y => hlip x y⟩
  obtain ⟨x, hx⟩ : ∃ x, damped F a x = x := ⟨_, hc.fixedPoint_isFixedPt⟩
  refine ⟨x, (damped_fixed_iff ha.ne').1 hx, ?_, ?_⟩
  · -- two fixed points would have to approach each other
    intro y hy
    have h := hlip y x
    rw [(damped_fixed_iff ha.ne').2 hy, hx] at h
    have h0 : |y - x| = 0 := by nlinarith [abs_nonneg (y - x)]
    exact sub_eq_zero.1 (abs_eq_zero.1 h0)
  · intro x₀
    have hb : ∀ n : ℕ, |(damped F a)^[n] x₀ - x| ≤ rate a L ^ n * |x₀ - x| := by
      intro n
      induction n with
      | zero => simp
      | succ n ih =>
        have h := hlip ((damped F a)^[n] x₀) x
        rw [hx] at h
        rw [Function.iterate_succ_apply']
        calc _ ≤ rate a L * |(damped F a)^[n] x₀ - x| := h
          _ ≤ rate a L * (rate a L ^ n * |x₀ - x|) := mul_le_mul_of_nonneg_left ih hq0
          _ = rate a L ^ (n + 1) * |x₀ - x| := by ring
    refine ⟨hb, tendsto_iff_dist_tendsto_zero.2 ?_⟩
    have hz := (tendsto_pow_atTop_nhds_zero_of_lt_one hq0 hq1).mul_const |x₀ - x|
    rw [zero_mul] at hz
    exact squeeze_zero (fun n => dist_nonneg) (fun n => hb n) hz
```

In words: for repulsive $F$ and $0<a<2/(1+L)$ there is an $x$ with $F(x)=x$; every other fixed point equals it; and for each start $x_0$ the iterates $x_n=G^n(x_0)$ satisfy
$$|x_n-x|\le q^n|x_0-x|,\qquad x_n\to x.$$
Lean writes the $n$-fold application as `(damped F a)^[n] x₀`, and `Tendsto … atTop (𝓝 x)` is the limit for $n\to\infty$.

There are four steps.

1. **Existence.** $G$ contracts distances by $q<1$ on the complete space $\mathbb R$, so Banach's theorem supplies a fixed point of $G$, which is also one of $F$. In the file, `hc` packages the contraction.
2. **Uniqueness.** If $F(y)=y$, then $|y-x|=|G(y)-G(x)|\le q|y-x|$. With $q<1$ this forces $y=x$.
3. **Error bound.** For $n=0$ it is an equality. If it holds for $n$, then
$$|x_{n+1}-x|=|G(x_n)-G(x)|\le q|x_n-x|\le q^{n+1}|x_0-x|.$$
The `calc` block is this chain.
4. **Limit.** Since $q^n\to0$, the error is squeezed to zero by `squeeze_zero`.

An admissible $a$ exists for every $L$, but its range shrinks as $L$ grows. The undamped iteration, $a=1$, is admissible only for $L<1$.

```lean
/-- For `L ≥ 0` the damping parameter `2 / (2 + L)` gives `rate` its smallest value,
`L / (2 + L)`. -/
theorem optimal_damping {L : ℝ} (hL : 0 ≤ L) :
    rate (2 / (2 + L)) L = L / (2 + L) ∧ ∀ a, L / (2 + L) ≤ rate a L := by
  have hpos : 0 < 2 + L := by linarith
  have e1 : 1 - 2 / (2 + L) = L / (2 + L) := by
    rw [eq_div_iff hpos.ne', sub_mul, div_mul_cancel₀ _ hpos.ne']
    ring
  have e2 : 1 - 2 / (2 + L) * (1 + L) = -(L / (2 + L)) := by
    have h : 2 / (2 + L) * (2 + L) = 2 := div_mul_cancel₀ _ hpos.ne'
    linear_combination -h - e1
  constructor
  · rw [rate, e1, e2, abs_neg, abs_of_nonneg (div_nonneg hL hpos.le), max_self]
  · intro a
    rcases le_total a (2 / (2 + L)) with h | h
    · exact le_max_of_le_left (by linarith)
    · have h' := mul_le_mul_of_nonneg_right h (by linarith : 0 ≤ 1 + L)
      exact le_max_of_le_right (le_abs.2 (Or.inr (by linarith)))
```

The two entries of the maximum balance at $a=2/(2+L)$:
$$1-a=\frac{L}{2+L},\qquad 1-a(1+L)=-\frac{L}{2+L}.$$
So $q=L/(2+L)$ there. For smaller $a$ the entry $1-a$ is at least this large; for larger $a$ the quantity $a(1+L)-1$ is. These are the two cases opened by `rcases`. The theorem minimises the guaranteed rate, and a particular $F$ may converge faster with another $a$.

The smallest case is $L=0$. Then $F$ is constant, the best parameter is $a=1$ and $q=0$: a single undamped step reaches the fixed point. For large $L$ the best rate approaches one, so the guaranteed convergence is slow.

## Linear response and the sharp threshold

```lean
/-- For `L ≥ 0` the linear response `x ↦ c - L x` is a repulsive feedback of strength `L`. -/
theorem linearResponse_witness (c : ℝ) {L : ℝ} (hL : 0 ≤ L) :
    IsRepulsive (linearResponse c L) L := by
  constructor
  · intro x y hxy
    have h := mul_le_mul_of_nonneg_left hxy hL
    unfold linearResponse
    linarith
  · intro x y
    have h : linearResponse c L x - linearResponse c L y = -(L * (x - y)) := by
      unfold linearResponse
      ring
    rw [h, abs_neg, abs_mul, abs_of_nonneg hL]
```

For $F(x)=c-Lx$ with $L\ge0$, the output does not increase, and $F(x)-F(y)=-L(x-y)$ meets the Lipschitz condition with equality. The general theorem therefore applies to it.

```lean
/-- For the linear response with `L ≥ 0`, each damped step multiplies the deviation from
`c / (1 + L)` by exactly `1 - a (1 + L)`. -/
theorem linear_error (c a x : ℝ) {L : ℝ} (hL : 0 ≤ L) (n : ℕ) :
    (damped (linearResponse c L) a)^[n] x - c / (1 + L) =
      (1 - a * (1 + L)) ^ n * (x - c / (1 + L)) := by
  have hs : c / (1 + L) * (1 + L) = c := div_mul_cancel₀ _ (by linarith)
  have step : ∀ y, damped (linearResponse c L) a y - c / (1 + L) =
      (1 - a * (1 + L)) * (y - c / (1 + L)) := by
    intro y
    unfold damped linearResponse
    linear_combination (-a) * hs
  induction n with
  | zero => simp
  | succ n ih =>
    rw [Function.iterate_succ_apply', step, ih]
    ring
```

The fixed point is $s=c/(1+L)$, so $c=(1+L)s$. For any $y$,
$$G(y)-s=y-s-a\big((1+L)y-c\big)=(1-a(1+L))(y-s).$$
Repeating this $n$ times from a start $x$ gives
$$G^n(x)-s=(1-a(1+L))^n(x-s).$$
In the proof, `step` is the one-step identity and the induction repeats it.

Take $L=3$ and $c=4$, so that $F(x)=4-3x$ and $s=1$. These numbers illustrate the algebra only; they are not physical occupation differences of a two-level model. The threshold is $2/(1+L)=1/2$, and the parameter with the best guaranteed rate is $a=2/5$, with $q=3/5$. Starting at $2$,
$$G(2)=0.6\cdot2+0.4\cdot(-2)=0.4,\qquad G(0.4)=0.6\cdot0.4+0.4\cdot2.8=1.36.$$
The errors are $1,\,-0.6,\,0.36$, each $-3/5$ times the one before. Without damping the factor would be $-3$. With $a=1/4$ it is zero, and this linear example is solved in one step, although the rate guaranteed for all feedback with $L=3$ is then only $3/4$.

```lean
/-- The bound on the damping parameter is sharp: for the linear response with `L ≥ 0` and
`a ≥ 2 / (1 + L)`, damped iteration started away from `c / (1 + L)` has no limit. -/
theorem no_convergence_beyond_threshold {c L a x : ℝ} (hL : 0 ≤ L)
    (haL : 2 / (1 + L) ≤ a) (hx : x ≠ c / (1 + L)) (l : ℝ) :
    ¬ Tendsto (fun n : ℕ => (damped (linearResponse c L) a)^[n] x) atTop (𝓝 l) := by
  intro hlim
  have hpos : 0 < 1 + L := by linarith
  have ha : 0 < a := lt_of_lt_of_le (by positivity) haL
  have hcont : Continuous (damped (linearResponse c L) a) := by
    change Continuous (fun y : ℝ => (1 - a) * y + a * (c - L * y))
    fun_prop
  -- a limit would be a fixed point, hence equal to c / (1 + L)
  have hfix : damped (linearResponse c L) a l = l :=
    isFixedPt_of_tendsto_iterate hlim hcont.continuousAt
  have hl : c - L * l = l := (damped_fixed_iff ha.ne').1 hfix
  have hl' : l = c / (1 + L) := by
    rw [eq_div_iff hpos.ne']
    linear_combination -hl
  -- but the error never drops below its initial value
  have h2 : 2 ≤ a * (1 + L) := (div_le_iff₀ hpos).1 haL
  have hr : 1 ≤ |1 - a * (1 + L)| := le_abs.2 (Or.inr (by linarith))
  have hge : ∀ n : ℕ, |x - c / (1 + L)| ≤
      |(damped (linearResponse c L) a)^[n] x - c / (1 + L)| := by
    intro n
    rw [linear_error c a x hL n, abs_mul, abs_pow]
    exact le_mul_of_one_le_left (abs_nonneg _) (one_le_pow₀ hr)
  have h0 := ge_of_tendsto' (hlim.sub_const (c / (1 + L))).abs hge
  rw [hl', sub_self, abs_zero] at h0
  exact hx (sub_eq_zero.1 (abs_eq_zero.1 (le_antisymm h0 (abs_nonneg _))))

end

end RepulsiveFeedbackDamping
```

The last theorem says that for the linear response with $a\ge2/(1+L)$, an iteration started at $x\ne s$ has no limit $l$ whatever. The symbol `¬` is negation, and the proof assumes a limit and derives a contradiction.

Because $G$ is continuous, a limit would satisfy $G(l)=l$, hence $c-Ll=l$ and $l=s$. But $a(1+L)\ge2$ gives $|1-a(1+L)|\ge1$, so by the error formula
$$|G^n(x)-s|=|1-a(1+L)|^n\,|x-s|\ge|x-s|$$
for every $n$. Letting $n\to\infty$ gives $0\ge|x-s|$, which contradicts $x\ne s$. In the file, `hl'` identifies the limit and `hge` keeps the error from shrinking.

In the numerical example, $a=1/2$ sits exactly on the threshold: the iterates run $2,0,2,0,\dots$ around the solution $1$ without approaching it. The bound on $a$ is thus sharp for the class of all repulsive feedbacks of strength $L$. A single member of the class with a weaker actual response can still converge beyond it.

```lean
#print axioms RepulsiveFeedbackDamping.damping_converges_globally
#print axioms RepulsiveFeedbackDamping.optimal_damping
#print axioms RepulsiveFeedbackDamping.no_convergence_beyond_threshold
```

```
'RepulsiveFeedbackDamping.damping_converges_globally' depends on axioms: [propext, Classical.choice, Quot.sound]
'RepulsiveFeedbackDamping.optimal_damping' depends on axioms: [propext, Classical.choice, Quot.sound]
'RepulsiveFeedbackDamping.no_convergence_beyond_threshold' depends on axioms: [propext, Classical.choice, Quot.sound]
```
